# Transmittance of a plane wave at a junction of two harmonic chains with equal springs

Take a chain whose springs all have constant $K$, with masses $3m$ at the sites $n\le 0$ and $m$ at the sites $n\ge 1$, driven at $\omega^2=K/m$. The dispersion relation $m_j\omega^2=2K(1-\cos q_j)$ gives $q_1=2\pi/3$ on the left and $q_2=\pi/3$ on the right. A wave $e^{iq_1n}$ arrives from the left, $re^{-iq_1n}$ goes back and $te^{iq_2n}$ goes on. The two forms must agree at sites 0 and 1:

$$1+r=t,\qquad e^{2\pi i/3}+re^{-2\pi i/3}=te^{i\pi/3}.$$

The solution is $r=\tfrac12e^{2\pi i/3}$, $t=\tfrac{\sqrt3}{2}e^{i\pi/6}$. Since $\sin q_1=\sin q_2$ here, the energy divides as $|r|^2=\tfrac14$ and $|t|^2=\tfrac34$. The development below treats all $q_1,q_2\in(0,\pi)$, that is, frequencies at which both chains carry travelling waves.

```lean
import Mathlib

open Complex (I exp)
open scoped ComplexConjugate

namespace ChainJunction

noncomputable section
```

## Equations of motion and the scattering state

Write the displacement of site $n$ as $\mathrm{Re}(u_ne^{-i\omega\tau})$, with $\tau$ the time. Newton's equations become

$$m_n\omega^2u_n=K(2u_n-u_{n-1}-u_{n+1}).$$

`SolvesMotion` demands this at every integer site, so the chain is infinite in both directions. Masses, $K$ and $\omega$ are real numbers; the physical case has them positive, but the theorems need only $K\neq0$.

```lean
/-- Newton's equations at frequency `ω` for a chain with site masses `m` and equal springs `K`. -/
def SolvesMotion (m : ℤ → ℝ) (K ω : ℝ) (u : ℤ → ℂ) : Prop :=
  ∀ n, (m n : ℂ) * (ω : ℂ) ^ 2 * u n = K * (2 * u n - u (n - 1) - u (n + 1))
```

A lattice wave is $Ae^{iqn}$, with complex amplitude $A$ and the lattice spacing as unit of length.

```lean
/-- The lattice wave `A exp(i q n)`. -/
def planeWave (A : ℂ) (q : ℝ) (n : ℤ) : ℂ := A * exp (q * I) ^ n
```

The interface lies between sites 0 and 1. The same construction, `joined`, serves for the masses and for the displacements.

```lean
/-- A quantity equal to `L` at the sites `n ≤ 0` and to `R` at the sites `n ≥ 1`. -/
def joined {α : Type} (L R : ℤ → α) (n : ℤ) : α := if n ≤ 0 then L n else R n
```

With incident amplitude 1, the scattering state is $e^{iq_1n}+re^{-iq_1n}$ for $n\le0$ and $te^{iq_2n}$ for $n\ge1$.

```lean
/-- Incident and reflected waves on the left, a transmitted wave on the right. -/
def scatteringState (q1 q2 : ℝ) (r t : ℂ) : ℤ → ℂ :=
  joined (fun n => planeWave 1 q1 n + planeWave r (-q1) n) (planeWave t q2)
```

The matching conditions are those of the example, now for general wavenumbers:

$$1+r=t,\qquad e^{iq_1}+re^{-iq_1}=te^{iq_2}.$$

```lean
/-- The matching conditions for the reflected and transmitted amplitudes. -/
def Matching (q1 q2 : ℝ) (r t : ℂ) : Prop :=
  1 + r = t ∧ exp (q1 * I) + r * exp (-(q1 * I)) = t * exp (q2 * I)
```

Site $n$ exerts the force $K(x_n-x_{n+1})$ on site $n+1$, where $x_n$ is the real displacement. Multiplying by the velocity of site $n+1$ and averaging over a period gives the power $\tfrac12K\omega\,\mathrm{Im}(\bar u_nu_{n+1})$, positive when energy moves to the right.

```lean
/-- Energy flux from site `n` to site `n + 1`, averaged over a period. -/
def energyFlux (K ω : ℝ) (u : ℤ → ℂ) (n : ℤ) : ℝ :=
  K * ω / 2 * (conj (u n) * u (n + 1)).im
```

For a plane wave this flux is proportional to $|A|^2\sin q$, as shown further down. The transmitted share of the energy is therefore $T=|t|^2\sin q_2/\sin q_1$, and not $|t|^2$ alone.

```lean
/-- The transmittance `|t|² sin q2 / sin q1`, for `sin q1 ≠ 0`. -/
def transmittance (q1 q2 : ℝ) (t : ℂ) : ℝ := ‖t‖ ^ 2 * Real.sin q2 / Real.sin q1
```

## From Newton's equations to two matching conditions

For $u_n=Ae^{iqn}$ the right-hand side of the equation of motion is

$$K(2-e^{-iq}-e^{iq})u_n=2K(1-\cos q)u_n,$$

which equals $m\omega^2u_n$ by the dispersion relation. That relation is a hypothesis `h`, tying $q$ to the frequency. In the proof, `hc` writes the cosine through exponentials and `linear_combination` collects the terms.

```lean
/-- A plane wave obeying the dispersion relation solves the equations of a uniform chain. -/
theorem planeWave_solves {m K ω q : ℝ} (h : m * ω ^ 2 = 2 * K * (1 - Real.cos q)) (A : ℂ) :
    SolvesMotion (fun _ => m) K ω (planeWave A q) := by
  intro n
  have hz := Complex.exp_ne_zero (q * I)
  have hc : 2 * Complex.cos q = exp (q * I) + (exp (q * I))⁻¹ := by
    rw [← Complex.exp_neg, Complex.cos, neg_mul]
    ring
  have h' : (m : ℂ) * (ω : ℂ) ^ 2 = 2 * K * (1 - Complex.cos q) := by
    have := congrArg Complex.ofReal h
    push_cast at this
    exact this
  simp only [planeWave, zpow_add_one₀ hz, zpow_sub_one₀ hz]
  linear_combination (A * exp (q * I) ^ n) * h' - K * A * exp (q * I) ^ n * hc
```

Now let $L$ and $R$ solve the uniform chains with masses $m_1$ and $m_2$. For $n<0$ or $n>1$, the joined equation involves one side only and holds already. At site 0 the junction has $R_1$ where the uniform left chain has $L_1$; subtracting the two equations leaves $K(L_1-R_1)=0$. At site 1 the same comparison leaves $K(L_0-R_0)=0$. As $K\ne0$, the joined function is a solution exactly when $L_0=R_0$ and $L_1=R_1$. The Lean proof makes these subtractions in one direction, and in the other it goes through the four cases $n<0$, $n=0$, $n=1$, $n>1$.

```lean
/-- Solutions of two uniform chains join to a solution of the junction exactly when they
agree at the two sites next to the interface. -/
theorem joined_solves_iff {m1 m2 K ω : ℝ} (hK : K ≠ 0) {L R : ℤ → ℂ}
    (hL : SolvesMotion (fun _ => m1) K ω L) (hR : SolvesMotion (fun _ => m2) K ω R) :
    SolvesMotion (joined (fun _ => m1) (fun _ => m2)) K ω (joined L R) ↔
      L 0 = R 0 ∧ L 1 = R 1 := by
  have hKc : (K : ℂ) ≠ 0 := Complex.ofReal_ne_zero.mpr hK
  constructor
  · intro h
    have h0 : (m1 : ℂ) * (ω : ℂ) ^ 2 * L 0 = K * (2 * L 0 - L (-1) - R 1) := by
      simpa [joined] using h 0
    have h1 : (m2 : ℂ) * (ω : ℂ) ^ 2 * R 1 = K * (2 * R 1 - L 0 - R 2) := by
      simpa [joined] using h 1
    have l0 : (m1 : ℂ) * (ω : ℂ) ^ 2 * L 0 = K * (2 * L 0 - L (-1) - L 1) := by
      simpa using hL 0
    have r1 : (m2 : ℂ) * (ω : ℂ) ^ 2 * R 1 = K * (2 * R 1 - R 0 - R 2) := by
      simpa using hR 1
    exact ⟨mul_left_cancel₀ hKc (by linear_combination h1 - r1),
      mul_left_cancel₀ hKc (by linear_combination l0 - h0)⟩
  · rintro ⟨a0, a1⟩ n
    obtain h | rfl | rfl | h : n < 0 ∨ n = 0 ∨ n = 1 ∨ 1 < n := by omega
    · simp only [joined, if_pos (show n ≤ 0 by omega), if_pos (show n - 1 ≤ 0 by omega),
        if_pos (show n + 1 ≤ 0 by omega)]
      exact hL n
    · simpa [joined, ← a1] using hL 0
    · simpa [joined, a0] using hR 1
    · simp only [joined, if_neg (show ¬ n ≤ 0 by omega), if_neg (show ¬ n - 1 ≤ 0 by omega),
        if_neg (show ¬ n + 1 ≤ 0 by omega)]
      exact hR n
```

The left-hand part of the scattering state is a sum of two plane waves with wavenumbers $\pm q_1$. Both obey the same dispersion relation because the cosine is even, and the equation is linear, so the sum is a solution. Agreement at sites 0 and 1 is then precisely `Matching`.

```lean
/-- The scattering state solves Newton's equations at every site exactly when its amplitudes
satisfy the matching conditions. -/
theorem scatteringState_solves_iff {m1 m2 K ω q1 q2 : ℝ} (hK : K ≠ 0)
    (h1 : m1 * ω ^ 2 = 2 * K * (1 - Real.cos q1))
    (h2 : m2 * ω ^ 2 = 2 * K * (1 - Real.cos q2)) (r t : ℂ) :
    SolvesMotion (joined (fun _ => m1) (fun _ => m2)) K ω (scatteringState q1 q2 r t) ↔
      Matching q1 q2 r t := by
  have hL : SolvesMotion (fun _ => m1) K ω
      (fun n => planeWave 1 q1 n + planeWave r (-q1) n) := by
    intro n
    have a := planeWave_solves h1 1 n
    have b := planeWave_solves (q := -q1) (by rw [Real.cos_neg]; exact h1) r n
    linear_combination a + b
  rw [scatteringState, joined_solves_iff hK hL (planeWave_solves h2 t)]
  simp [planeWave, Matching]
```

## Solving for the amplitudes

Put $a=e^{iq_1/2}$ and $b=e^{iq_2/2}$. The second condition times $a^2$ reads $a^4+r=ta^2b^2$. Subtracting it from $1+r=t$ gives

$$t=\frac{1-a^4}{1-a^2b^2},\qquad r=t-1=\frac{a^2(b^2-a^2)}{1-a^2b^2}.$$

Since $1-e^{2ix}=-2ie^{ix}\sin x$, these become

$$t=e^{i(q_1-q_2)/2}\frac{\sin q_1}{\sin\frac{q_1+q_2}{2}},\qquad r=e^{iq_1}\frac{\sin\frac{q_1-q_2}{2}}{\sin\frac{q_1+q_2}{2}}.$$

The denominator is positive because $(q_1+q_2)/2$ lies in $(0,\pi)$.

The range of the wavenumbers matters. For $q_1=\pi/2$ and $q_2=-\pi/2$ the conditions are $t=1+r$ and $t=r-1$, which contradict each other. Here the wave on the right would run towards the interface instead of away from it.

In the code, `hsin` is the sine formula, `D` stands for $1-a^2b^2$ and `N` for $1-(a/b)^2$. Once the phases cancel, both directions of the equivalence are polynomial algebra. Together with the preceding theorem, this gives exactly one scattering state of the assumed form.

```lean
/-- For wavenumbers in `(0, π)` the matching conditions have exactly one solution, given here
in closed form. -/
theorem matching_iff {q1 q2 : ℝ} (h1 : 0 < q1) (h1' : q1 < Real.pi) (h2 : 0 < q2)
    (h2' : q2 < Real.pi) (r t : ℂ) :
    Matching q1 q2 r t ↔
      r = exp (q1 * I) * ((Real.sin ((q1 - q2) / 2) / Real.sin ((q1 + q2) / 2) : ℝ) : ℂ) ∧
      t = exp (((q1 - q2) / 2 : ℝ) * I) *
        ((Real.sin q1 / Real.sin ((q1 + q2) / 2) : ℝ) : ℂ) := by
  have hsin : ∀ x : ℝ, ((Real.sin x : ℝ) : ℂ) =
      (1 - exp (x * I) ^ 2) * I / (2 * exp (x * I)) := by
    intro x
    rw [eq_div_iff (mul_ne_zero two_ne_zero (Complex.exp_ne_zero _)), Complex.ofReal_sin,
      Complex.sin, neg_mul, Complex.exp_neg]
    linear_combination I * inv_mul_cancel₀ (Complex.exp_ne_zero (x * I))
  -- half-angle phases turn the problem into algebra
  obtain ⟨a, ha⟩ : ∃ a, a = exp ((q1 / 2 : ℝ) * I) := ⟨_, rfl⟩
  obtain ⟨b, hb⟩ : ∃ b, b = exp ((q2 / 2 : ℝ) * I) := ⟨_, rfl⟩
  have ha0 : a ≠ 0 := ha ▸ Complex.exp_ne_zero _
  have hb0 : b ≠ 0 := hb ▸ Complex.exp_ne_zero _
  have e1 : exp (q1 * I) = a ^ 2 := by
    rw [ha, ← Complex.exp_nat_mul]; congr 1; push_cast; ring
  have e2 : exp (q2 * I) = b ^ 2 := by
    rw [hb, ← Complex.exp_nat_mul]; congr 1; push_cast; ring
  have ep : exp (((q1 + q2) / 2 : ℝ) * I) = a * b := by
    rw [ha, hb, ← Complex.exp_add]; congr 1; push_cast; ring
  have em : exp (((q1 - q2) / 2 : ℝ) * I) = a / b := by
    rw [ha, hb, ← Complex.exp_sub]; congr 1; push_cast; ring
  obtain ⟨D, hD⟩ : ∃ D, D = 1 - (a * b) ^ 2 := ⟨_, rfl⟩
  obtain ⟨N, hN⟩ : ∃ N, N = 1 - (a / b) ^ 2 := ⟨_, rfl⟩
  have hD0 : D ≠ 0 := by
    intro h
    have hs : Real.sin ((q1 + q2) / 2) ≠ 0 :=
      (Real.sin_pos_of_pos_of_lt_pi (by linarith) (by linarith)).ne'
    apply hs
    apply Complex.ofReal_eq_zero.mp
    rw [hsin, ep, ← hD, h]
    simp
  have hN' : b ^ 2 * N = b ^ 2 - a ^ 2 := by
    rw [hN, div_pow, mul_sub, mul_one, mul_div_cancel₀ _ (pow_ne_zero 2 hb0)]
  have hI := Complex.I_ne_zero
  have ft : ∀ M : ℂ, a / b * (M * I / (2 * a ^ 2) / (D * I / (2 * (a * b)))) = M / D := by
    intro M
    field_simp
  have fr : a ^ 2 * (N * I / (2 * (a / b)) / (D * I / (2 * (a * b)))) =
      a ^ 2 * b ^ 2 * N / D := by
    field_simp
  have hi : (a ^ 2)⁻¹ * a ^ 2 = 1 := inv_mul_cancel₀ (pow_ne_zero 2 ha0)
  rw [Matching, Complex.exp_neg, em, Complex.ofReal_div, Complex.ofReal_div, hsin q1,
    hsin ((q1 - q2) / 2), hsin ((q1 + q2) / 2), em, ep, e1, e2, ← hD, ← hN, ft, fr,
    eq_div_iff hD0, eq_div_iff hD0]
  constructor
  · rintro ⟨m1, m2⟩
    have m3 : a ^ 4 + r = t * a ^ 2 * b ^ 2 := by linear_combination a ^ 2 * m2 - r * hi
    exact ⟨by linear_combination r * hD - a ^ 2 * hN' + m3 - a ^ 2 * b ^ 2 * m1,
      by linear_combination t * hD + m3 - m1⟩
  · rintro ⟨hr, ht⟩
    have m1 : 1 + r = t :=
      mul_right_cancel₀ hD0 (by linear_combination hr - ht + hD + a ^ 2 * hN')
    refine ⟨m1, mul_left_cancel₀ (pow_ne_zero 2 ha0) ?_⟩
    linear_combination ht - t * hD + m1 + r * hi
```

## The division of the energy

With $s=(x+y)/2$ and $d=(x-y)/2$,

$$\sin x\sin y=\sin(s+d)\sin(s-d)=\sin^2s\cos^2d-\cos^2s\sin^2d=\sin^2s-\sin^2d.$$

```lean
/-- The product of two sines as a difference of squared half-angle sines. -/
theorem sin_mul_sin_half (x y : ℝ) : Real.sin x * Real.sin y =
    Real.sin ((x + y) / 2) ^ 2 - Real.sin ((x - y) / 2) ^ 2 := by
  have hx : Real.sin x = Real.sin ((x + y) / 2 + (x - y) / 2) := by congr 1; ring
  have hy : Real.sin y = Real.sin ((x + y) / 2 - (x - y) / 2) := by congr 1; ring
  rw [hx, hy, Real.sin_add, Real.sin_sub]
  linear_combination Real.sin ((x + y) / 2) ^ 2 * Real.sin_sq_add_cos_sq ((x - y) / 2) -
    Real.sin ((x - y) / 2) ^ 2 * Real.sin_sq_add_cos_sq ((x + y) / 2)
```

Set $x=q_1$ and $y=q_2$. Phases have modulus 1, so $|t|^2=\sin^2q_1/\sin^2s$ and $|r|^2=\sin^2d/\sin^2s$. Hence

$$T=\frac{\sin q_1\sin q_2}{\sin^2\frac{q_1+q_2}{2}}=1-\frac{\sin^2d}{\sin^2s}=1-|r|^2\le1.$$

Equality requires $\sin d=0$, and since $|d|<\pi/2$ this means $q_1=q_2$. The proof establishes the closed forms as `hT` and `hR`, then reads off the bound, the equality case and the sum from the sine identity.

```lean
/-- The transmittance of the junction in closed form; it is at most one, equals one exactly for
equal wavenumbers, and adds up to one with the reflectance `|r|²`. -/
theorem junction_transmittance {q1 q2 : ℝ} (h1 : 0 < q1) (h1' : q1 < Real.pi) (h2 : 0 < q2)
    (h2' : q2 < Real.pi) {r t : ℂ} (h : Matching q1 q2 r t) :
    transmittance q1 q2 t = Real.sin q1 * Real.sin q2 / Real.sin ((q1 + q2) / 2) ^ 2 ∧
    transmittance q1 q2 t ≤ 1 ∧ (transmittance q1 q2 t = 1 ↔ q1 = q2) ∧
    ‖r‖ ^ 2 + transmittance q1 q2 t = 1 := by
  obtain ⟨hr, ht⟩ := (matching_iff h1 h1' h2 h2' r t).mp h
  have hs : 0 < Real.sin ((q1 + q2) / 2) :=
    Real.sin_pos_of_pos_of_lt_pi (by linarith) (by linarith)
  have hq : Real.sin q1 ≠ 0 := (Real.sin_pos_of_pos_of_lt_pi h1 h1').ne'
  have id := sin_mul_sin_half q1 q2
  have hT : transmittance q1 q2 t =
      Real.sin q1 * Real.sin q2 / Real.sin ((q1 + q2) / 2) ^ 2 := by
    rw [transmittance, ht, norm_mul, Complex.norm_exp_ofReal_mul_I, one_mul,
      Complex.norm_real, Real.norm_eq_abs, sq_abs]
    field_simp
  have hR : ‖r‖ ^ 2 = Real.sin ((q1 - q2) / 2) ^ 2 / Real.sin ((q1 + q2) / 2) ^ 2 := by
    rw [hr, norm_mul, Complex.norm_exp_ofReal_mul_I, one_mul, Complex.norm_real,
      Real.norm_eq_abs, sq_abs, div_pow]
  refine ⟨hT, ?_, ?_, ?_⟩
  · rw [hT, div_le_one (pow_pos hs 2), id]
    linarith [sq_nonneg (Real.sin ((q1 - q2) / 2))]
  · rw [hT, div_eq_one_iff_eq (pow_pos hs 2).ne']
    constructor
    · intro e
      have h0 : Real.sin ((q1 - q2) / 2) = 0 := pow_eq_zero_iff two_ne_zero |>.mp (by linarith)
      have := (Real.sin_eq_zero_iff_of_lt_of_lt (by linarith) (by linarith)).mp h0
      linarith
    · intro e
      subst e
      rw [add_self_div_two]
      ring
  · rw [hT, hR, ← add_div, id, add_sub_cancel, div_self (pow_pos hs 2).ne']
```

For a plane wave $\bar u_nu_{n+1}=|A|^2e^{iq}$, so its flux is $\tfrac12K\omega|A|^2\sin q$ through every bond.

```lean
/-- A plane wave of amplitude `A` carries the energy flux `(K ω / 2) |A|² sin q`. -/
theorem energyFlux_planeWave (K ω q : ℝ) (A : ℂ) (n : ℤ) :
    energyFlux K ω (planeWave A q) n = K * ω / 2 * (‖A‖ ^ 2 * Real.sin q) := by
  have hw : ‖planeWave A q n‖ = ‖A‖ := by
    rw [planeWave, norm_mul, norm_zpow, Complex.norm_exp_ofReal_mul_I, one_zpow, mul_one]
  have hstep : planeWave A q (n + 1) = planeWave A q n * exp (q * I) := by
    rw [planeWave, planeWave, zpow_add_one₀ (Complex.exp_ne_zero _), mul_assoc]
  rw [energyFlux, hstep, ← mul_assoc, Complex.conj_mul', hw, ← Complex.ofReal_pow,
    Complex.im_ofReal_mul, Complex.exp_ofReal_mul_I_im]
```

The last theorem starts from the equations of motion: whenever the scattering state solves them, the transmitted flux is $T$ times the incident flux. The two waves are taken separately, each as a plane wave on all sites, which is why the bonds `n` and `k` are arbitrary. The proof recovers the matching conditions from the motion, inserts the closed form of $T$ and compares the two plane-wave fluxes.

```lean
/-- In every scattering solution of Newton's equations, the transmitted energy flux is the
incident flux times `sin q1 sin q2 / sin²((q1 + q2) / 2)`. -/
theorem junction_energy_flow {m1 m2 K ω q1 q2 : ℝ} (hK : K ≠ 0)
    (h1 : 0 < q1) (h1' : q1 < Real.pi) (h2 : 0 < q2) (h2' : q2 < Real.pi)
    (d1 : m1 * ω ^ 2 = 2 * K * (1 - Real.cos q1))
    (d2 : m2 * ω ^ 2 = 2 * K * (1 - Real.cos q2)) {r t : ℂ}
    (h : SolvesMotion (joined (fun _ => m1) (fun _ => m2)) K ω (scatteringState q1 q2 r t))
    (n k : ℤ) :
    energyFlux K ω (planeWave t q2) n =
      Real.sin q1 * Real.sin q2 / Real.sin ((q1 + q2) / 2) ^ 2 *
        energyFlux K ω (planeWave 1 q1) k := by
  have hm := (scatteringState_solves_iff hK d1 d2 r t).mp h
  have hq : Real.sin q1 ≠ 0 := (Real.sin_pos_of_pos_of_lt_pi h1 h1').ne'
  have hT : transmittance q1 q2 t * Real.sin q1 = ‖t‖ ^ 2 * Real.sin q2 :=
    div_mul_cancel₀ _ hq
  rw [← (junction_transmittance h1 h1' h2 h2' hm).1, energyFlux_planeWave,
    energyFlux_planeWave, norm_one]
  linear_combination -(K * ω / 2) * hT

end

end ChainJunction
```

```lean
#print axioms ChainJunction.junction_transmittance
#print axioms ChainJunction.junction_energy_flow
```

```
'ChainJunction.junction_transmittance' depends on axioms: [propext, Classical.choice, Quot.sound]
'ChainJunction.junction_energy_flow' depends on axioms: [propext, Classical.choice, Quot.sound]
```

## Long waves and the reach of the model

For $\omega\to0$ at fixed positive masses, $q_j\approx\omega\sqrt{m_j/K}$, and expanding the sines gives the continuum value

$$T\to\frac{4\sqrt{m_1m_2}}{(\sqrt{m_1}+\sqrt{m_2})^2}.$$

For the mass ratio 3 of the opening example this is about 0.93, compared with $0.75$ at $\omega^2=K/m$; the lattice makes the transmittance depend on frequency.

The formula can serve as a reference value for programs that compute phonon transmission, within a one-dimensional harmonic model with equal nearest-neighbour springs throughout and an abrupt change of mass. Frequencies above the band of one of the chains, where the wave on that side decays, are not treated, and neither are anharmonic scattering or a different spring at the interface.
